# The Toulouse criterion on an Ising ring with couplings ±1: ground-state energy and frustrated degeneracy

Put three Ising spins on a triangle and let every pair prefer to be antiparallel. Two of the spins can oblige, but the third is then parallel to one of them whichever way it points. On a longer ring with a mixture of ferromagnetic and antiferromagnetic bonds, the conflict is harder to see. Can one tell from the couplings alone whether all bonds can be satisfied at once, and what the lowest energy is?

Number the sites 0, …, n−1 around the ring. They form the type `Fin n`, whose addition is cyclic, and `NeZero n` says that n ≥ 1. For n = 2 the two bonds join the same pair of spins, and for n = 1 the single site is its own neighbour; the results hold there too.

In Lean 4 with Mathlib:

```lean
import Mathlib

open Finset

namespace ToulouseRing

variable {n : ℕ} [NeZero n]
```

Spins s_i and couplings J_i have type `ℤˣ`, the invertible integers, which are exactly 1 and −1. All bonds therefore have the same strength, which is the unit of energy, and J_i = 1 is ferromagnetic. The value of bond i is

β_i(s) = J_i s_i s_(i+1).

```lean
/-- The value `J_i s_i s_(i+1)` of bond `i` on a ring of `n` sites: `1` if the bond is
satisfied, `-1` if it is broken. -/
def bond (J s : Fin n → ℤˣ) (i : Fin n) : ℤˣ := J i * s i * s (i + 1)
```

The energy is an integer, with no field term:

E(s) = −∑ β_i(s).

```lean
/-- The Ising energy `-∑ J_i s_i s_(i+1)` of a spin configuration on the ring. -/
def energy (J s : Fin n → ℤˣ) : ℤ := -∑ i, (bond J s i : ℤ)
```

A bond with value −1 is broken. Write N(s) for the number of broken bonds, which is the size of the following set.

```lean
/-- The set of broken bonds of a spin configuration. -/
def broken (J s : Fin n → ℤˣ) : Finset (Fin n) := univ.filter (fun i => bond J s i = -1)
```

## (a) Numbering the neighbour

Show that the site called i+1 in cyclic addition carries the number

(i + 1) mod n.

**Solution.** Cyclic addition adds the numbers of the two sites and reduces modulo n. The site called 1 has the number 1 mod n, and reducing a summand beforehand does not change the result. So the neighbour of site n−1 is site 0, and every other site is followed by the next number.

```lean
/-- The neighbour of site `i` has the number `i + 1` modulo `n`. -/
theorem val_succ (i : Fin n) : (i + 1).val = (i.val + 1) % n := by
  rw [Fin.val_add, Fin.val_one', Nat.add_mod_mod]
```

## (b) The product around the ring

Show that for every spin configuration

∏ β_i(s) = ∏ J_i.

**Solution.** Separate the factors:

∏ β_i(s) = (∏ J_i)(∏ s_i)(∏ s_(i+1)).

The shift i → i+1 only permutes the sites, so the last two products are equal. Their product is a square of ±1, which is 1. In the proof, `Equiv.prod_comp` performs the shift and `Int.units_mul_self` removes the square.

```lean
/-- The product of all bond values is the product of the couplings, whatever the spins. -/
theorem bond_product (J s : Fin n → ℤˣ) : ∏ i, bond J s i = ∏ i, J i := by
  -- the shift `i ↦ i + 1` only permutes the sites
  have h : ∏ i, s (i + 1) = ∏ i, s i := Equiv.prod_comp (Equiv.addRight (1 : Fin n)) s
  simp only [bond, Finset.prod_mul_distrib, h]
  rw [mul_assoc, Int.units_mul_self, mul_one]
```

## (c) Prescribing the bond values

Let signs b_i be given with ∏ b_i = ∏ J_i. Find spins such that, for all i,

J_i s_i s_(i+1) = b_i.

**Solution.** Solving for the next spin gives s_(i+1) = c_i s_i with c_i = J_i b_i. Start from s_0 = 1 and propagate:

s_i = c_0 c_1 ⋯ c_(i−1).

This satisfies every bond equation except possibly the last, which requires the spin to return to 1 after a full turn. It does, because

c_0 c_1 ⋯ c_(n−1) = (∏ J_i)(∏ b_i) = (∏ J_i)² = 1.

In the proof, `htot` is this closing condition, and `step` is the recursion, with one case inside the ring and one for the last bond. The sign identity `key` is checked by `decide`, which runs through all values.

```lean
/-- Every pattern of bond values whose product equals the product of the couplings is
realised by some spin configuration. -/
theorem exists_bond_pattern (J b : Fin n → ℤˣ) (h : ∏ i, b i = ∏ i, J i) :
    ∃ s, ∀ i, bond J s i = b i := by
  obtain ⟨c, hc⟩ : ∃ c : ℕ → ℤˣ, ∀ i : Fin n, c i.val = J i * b i :=
    ⟨fun k => if hk : k < n then J ⟨k, hk⟩ * b ⟨k, hk⟩ else 1, fun i => by simp⟩
  have htot : ∏ k ∈ range n, c k = 1 := by
    rw [Finset.prod_range]
    simp only [hc, Finset.prod_mul_distrib, h, Int.units_mul_self]
  -- propagate the spin from site to site; the ring closes because of `htot`
  have step : ∀ i : Fin n, ∏ k ∈ range (i + 1).val, c k
      = (∏ k ∈ range i.val, c k) * (J i * b i) := by
    intro i
    have h2 := Finset.prod_range_succ c i.val
    rw [← hc i, ← h2, val_succ]
    rcases Nat.lt_or_ge (i.val + 1) n with hi | hi
    · rw [Nat.mod_eq_of_lt hi]
    · have e : i.val + 1 = n := by have := i.isLt; omega
      rw [e, Nat.mod_self, Finset.prod_range_zero, htot]
  have key : ∀ j a x : ℤˣ, j * a * (a * (j * x)) = x := by decide
  refine ⟨fun i => ∏ k ∈ range i.val, c k, fun i => ?_⟩
  simp only [bond]
  rw [step i]
  exact key _ _ _
```

## (d) Energy from broken bonds

Show that

E(s) = −n + 2N(s).

**Solution.** A bond value equals 1 − 2x, where x is 1 for a broken bond and 0 otherwise. Summing over the ring gives ∑ β_i(s) = n − 2N(s), and the energy is minus this. The lemma `Finset.sum_boole` turns the sum of the x into a count.

```lean
/-- The energy is `-n` plus two for every broken bond. -/
theorem energy_eq (J s : Fin n → ℤˣ) :
    energy J s = -(n : ℤ) + 2 * ((broken J s).card : ℤ) := by
  have key : ∀ u : ℤˣ, (u : ℤ) = 1 - 2 * (if u = -1 then (1 : ℤ) else 0) := by decide
  have h : ∑ i, (bond J s i : ℤ)
      = ∑ i, (1 - 2 * (if bond J s i = -1 then (1 : ℤ) else 0)) :=
    Finset.sum_congr rfl fun i _ => key _
  rw [energy, h, Finset.sum_sub_distrib, ← Finset.mul_sum, Finset.sum_boole]
  simp only [Finset.sum_const, Finset.card_univ, Fintype.card_fin, nsmul_eq_mul, mul_one,
    broken]
  ring
```

## (e) Parity of the broken bonds

Show that

(−1)^N(s) = ∏ J_i.

**Solution.** In the product of all bond values, each broken bond contributes −1 and each satisfied bond 1, so the product is (−1)^N(s). By (b) it is also ∏ J_i. The proof splits the product into these two groups with `Finset.prod_ite`.

```lean
/-- The number of broken bonds is even or odd according to the sign of the product of the
couplings. -/
theorem broken_parity (J s : Fin n → ℤˣ) : (-1 : ℤˣ) ^ (broken J s).card = ∏ i, J i := by
  have key : ∀ u : ℤˣ, u = if u = -1 then -1 else 1 := by decide
  have h : ∏ i, bond J s i = ∏ i, (if bond J s i = -1 then (-1 : ℤˣ) else 1) :=
    Finset.prod_congr rfl fun i _ => key _
  rw [← bond_product J s, h, Finset.prod_ite, Finset.prod_const, Finset.prod_const_one,
    mul_one, broken]
```

## (f) Placing a single broken bond

Let ∏ J_i = −1 and choose any bond k. Find a configuration s with

{i : β_i(s) = −1} = {k}.

**Solution.** Prescribe b_k = −1 and b_i = 1 for all other bonds. The product of these signs is −1 = ∏ J_i, so (c) supplies the spins.

```lean
/-- If the product of the couplings is `-1`, any chosen bond `k` can be made the only
broken one. -/
theorem exists_single_broken (J : Fin n → ℤˣ) (h : ∏ i, J i = -1) (k : Fin n) :
    ∃ s, broken J s = {k} := by
  obtain ⟨s, hs⟩ := exists_bond_pattern J (fun i => if i = k then -1 else 1) (by simp [h])
  have h1 : (1 : ℤˣ) ≠ -1 := by decide
  refine ⟨s, ?_⟩
  ext i
  by_cases hik : i = k <;> simp [broken, hs, hik, h1]
```

## (g) The criterion

Show that

min E = −n if ∏ J_i = 1,

min E = −(n−2) if ∏ J_i = −1.

**Solution.** By (d), E(s) ≥ −n always. If ∏ J_i = 1, prescribing b_i = 1 everywhere in (c) gives a configuration without broken bonds, and its energy is −n.

If ∏ J_i = −1, then N(s) is odd by (e), hence at least 1, and E(s) ≥ −n + 2. By (f) a configuration with N(s) = 1 exists, so the bound is reached. Such a ring is called frustrated.

In the statement, `Set.range (energy J)` is the set of all energies of the ring, and `IsLeast` says that the given number belongs to this set and is a lower bound for it. The four bullets of the proof are attainment and bound, first for product 1 and then for product −1.

Toulouse's name is usually attached to the sign rule applied to every plaquette of a lattice. The theorem concerns one isolated ring, where no bond is shared between loops. For such a classical ring with equal coupling strengths and no field, it gives an exact value against which a numerical ground-state search can be compared.

```lean
/-- **Toulouse criterion.** The minimum of the energy over all spin configurations is `-n` if
the product of the couplings is `1`, and `-(n - 2)` if it is `-1`. -/
theorem toulouse_criterion (J : Fin n → ℤˣ) :
    (∏ i, J i = 1 → IsLeast (Set.range (energy J)) (-(n : ℤ))) ∧
    (∏ i, J i = -1 → IsLeast (Set.range (energy J)) (-((n : ℤ) - 2))) := by
  refine ⟨fun h => ⟨?_, ?_⟩, fun h => ⟨?_, ?_⟩⟩
  · obtain ⟨s, hs⟩ := exists_bond_pattern J (fun _ => 1) (by simp [h])
    exact ⟨s, by simp [energy, hs]⟩
  · rintro _ ⟨s, rfl⟩
    rw [energy_eq]
    omega
  · obtain ⟨s, hs⟩ := exists_single_broken J h 0
    refine ⟨s, ?_⟩
    rw [energy_eq, hs, Finset.card_singleton]
    omega
  · rintro _ ⟨s, rfl⟩
    -- an odd number of broken bonds cannot be zero
    have h0 : (broken J s).card ≠ 0 := by
      intro h0
      have hp := broken_parity J s
      rw [h0, pow_zero, h] at hp
      exact absurd hp (by decide)
    rw [energy_eq]
    omega
```

## (h) The odd antiferromagnet

Let n be odd and all J_i = −1. Show that

min E = −(n−2).

**Solution.** The product of the couplings is (−1)^n = −1, so the second case of (g) applies. The triangle from the beginning has n = 3 and minimum energy −1: two bonds are satisfied and one is broken.

```lean
/-- On an antiferromagnetic ring (all couplings `-1`) with an odd number `n` of sites the
minimum of the energy is `-(n - 2)`. -/
theorem odd_antiferromagnet (hn : Odd n) :
    IsLeast (Set.range (energy (fun _ : Fin n => -1))) (-((n : ℤ) - 2)) :=
  (toulouse_criterion _).2 (by simp [hn.neg_one_pow])
```

## (i) Configurations with the same broken bonds

Let s and t have the same broken bonds. Show that there is one sign u = ±1 such that, for all i,

s_i = u t_i.

**Solution.** A bond value is either 1 or −1, so equal broken sets mean β_i(s) = β_i(t) for every i. Cancelling J_i leaves

s_i s_(i+1) = t_i t_(i+1).

Multiply both sides by s_i t_(i+1):

s_(i+1) t_(i+1) = s_i t_i.

The relative sign of the two configurations is thus the same on neighbouring sites, and so everywhere. With u = s_0 t_0 we get s_i t_i = u, hence s_i = u t_i. In the proof, `step` is the equality for neighbours and `all` carries it from site 0 along the ring by induction.

```lean
/-- Two configurations with the same broken bonds differ at most by a global spin flip. -/
theorem eq_up_to_flip (J s t : Fin n → ℤˣ) (h : broken J s = broken J t) :
    ∃ u : ℤˣ, ∀ i, s i = u * t i := by
  have k1 : ∀ a b : ℤˣ, (a = -1 ↔ b = -1) → a = b := by decide
  have k2 : ∀ j a a' b b' : ℤˣ, j * a * a' = j * b * b' → a' * b' = a * b := by decide
  -- the relative sign of `s` and `t` is the same on neighbouring sites
  have hb : ∀ i, bond J s i = bond J t i := fun i =>
    k1 (bond J s i) (bond J t i) (by simpa [broken] using Finset.ext_iff.mp h i)
  have step : ∀ i, s (i + 1) * t (i + 1) = s i * t i := fun i =>
    k2 (J i) (s i) (s (i + 1)) (t i) (t (i + 1)) (hb i)
  have all : ∀ (m : ℕ) (hm : m < n), s ⟨m, hm⟩ * t ⟨m, hm⟩
      = s ⟨0, Nat.pos_of_neZero n⟩ * t ⟨0, Nat.pos_of_neZero n⟩ := by
    intro m
    induction m with
    | zero => intro hm; rfl
    | succ m ih =>
      intro hm
      have e : (⟨m + 1, hm⟩ : Fin n) = ⟨m, by omega⟩ + 1 :=
        Fin.ext (by rw [val_succ]; exact (Nat.mod_eq_of_lt hm).symm)
      rw [e, step]
      exact ih _
  refine ⟨s ⟨0, Nat.pos_of_neZero n⟩ * t ⟨0, Nat.pos_of_neZero n⟩, fun i => ?_⟩
  have hi : s i * t i = s ⟨0, Nat.pos_of_neZero n⟩ * t ⟨0, Nat.pos_of_neZero n⟩ :=
    all i.val i.isLt
  rw [← hi, mul_assoc, Int.units_mul_self, mul_one]
```

## (j) Counting the frustrated ground states

Let ∏ J_i = −1. Show that

number of s with E(s) = −(n−2) is 2n.

**Solution.** By (g) these configurations are the ground states, and by (d) they are those with exactly one broken bond. For each bond k, use (f) to choose a configuration g_k in which only k is broken. A global flip leaves all bond values unchanged, so u g_k is a ground state for both signs u. By (i) every ground state has this form.

No configuration is counted twice: its broken bond determines k, and comparing one spin then determines u. There are n choices of k and 2 of u.

The proof obtains the g_k with `choose`. Then `himg` says that the ground states are exactly the configurations u g_k, and `hinj` says that different pairs (k, u) give different configurations.

```lean
/-- If the product of the couplings is `-1`, exactly `2 n` spin configurations have the
energy `-(n - 2)`. -/
theorem frustrated_degeneracy (J : Fin n → ℤˣ) (h : ∏ i, J i = -1) :
    (univ.filter (fun s : Fin n → ℤˣ => energy J s = -((n : ℤ) - 2))).card = 2 * n := by
  choose g hg using exists_single_broken J h
  have key : ∀ u j a b : ℤˣ, j * (u * a) * (u * b) = j * a * b := by decide
  have hflip : ∀ (u : ℤˣ) (k : Fin n), broken J (fun i => u * g k i) = {k} := by
    intro u k
    have hb : ∀ i, bond J (fun i => u * g k i) i = bond J (g k) i :=
      fun i => key u (J i) (g k i) (g k (i + 1))
    rw [← hg k]
    ext i
    simp only [broken, Finset.mem_filter, hb]
  -- a ground state is a position of the broken bond and a global sign
  have himg : univ.filter (fun s : Fin n → ℤˣ => energy J s = -((n : ℤ) - 2))
      = univ.image (fun (p : Fin n × ℤˣ) (i : Fin n) => p.2 * g p.1 i) := by
    ext s
    simp only [Finset.mem_filter, Finset.mem_univ, true_and, Finset.mem_image]
    constructor
    · intro hs
      rw [energy_eq] at hs
      obtain ⟨k, hk⟩ := Finset.card_eq_one.mp (by omega : (broken J s).card = 1)
      obtain ⟨u, hu⟩ := eq_up_to_flip J s (g k) (hk.trans (hg k).symm)
      exact ⟨(k, u), funext fun i => (hu i).symm⟩
    · rintro ⟨⟨k, u⟩, rfl⟩
      change energy J (fun i => u * g k i) = _
      rw [energy_eq, hflip, Finset.card_singleton]
      omega
  have hinj : Function.Injective
      (fun (p : Fin n × ℤˣ) (i : Fin n) => p.2 * g p.1 i) := by
    rintro ⟨k, u⟩ ⟨l, v⟩ e
    have e' : (fun i => u * g k i) = fun i => v * g l i := e
    have hkl : k = l := by
      have h1 := hflip u k
      rw [e', hflip v l] at h1
      exact (Finset.singleton_injective h1).symm
    subst hkl
    have huv : u = v := mul_right_cancel (congrFun e' k)
    rw [huv]
  rw [himg, Finset.card_image_of_injective _ hinj, Finset.card_univ, Fintype.card_prod,
    Fintype.card_fin, Fintype.card_units_int, mul_comm]

end ToulouseRing
```

```lean
#print axioms ToulouseRing.toulouse_criterion
#print axioms ToulouseRing.odd_antiferromagnet
#print axioms ToulouseRing.frustrated_degeneracy
```

```
'ToulouseRing.toulouse_criterion' depends on axioms: [propext, Classical.choice, Quot.sound]
'ToulouseRing.odd_antiferromagnet' depends on axioms: [propext, Classical.choice, Quot.sound]
'ToulouseRing.frustrated_degeneracy' depends on axioms: [propext, Classical.choice, Quot.sound]
```

## Four spins with one antiferromagnetic bond

Take n = 4 and J = (1, 1, 1, −1), so that only the bond between sites 3 and 0 is antiferromagnetic. The product is −1, and the minimum energy is −(4−2) = −2. With s_0 = 1, the ground states are:

- (+, −, −, −), with bond 0 broken
- (+, +, −, −), with bond 1 broken
- (+, +, +, −), with bond 2 broken
- (+, +, +, +), with bond 3 broken

For the last one, the bond values are 1, 1, 1, −1 and E = −(1 + 1 + 1 − 1) = −2. Global flips give four more ground states, eight in total. The other eight of the 16 configurations have three broken bonds and energy −4 + 6 = 2.
